# Omitting the quadrupole generally changes the long-wavelength acoustic stiffness of a two-mode dynamical matrix

Q: Phonon codes compute dynamical matrices on a coarse grid of wave vectors and interpolate between them. You say that the electrostatic quadrupole matters for the acoustic branch near zero wave number. Show me a small case in which it does.

A: Take one acoustic and one optic mode, at wave number $q$ along a fixed direction. In suitable units, compare these two matrices, which share the same short-range part, the first with a quadrupole and the second without it:
$$
\begin{pmatrix} 9q^2 & 4q\\ 4q & 2\end{pmatrix},\qquad
\begin{pmatrix} 0 & q\\ q & 2\end{pmatrix}.
$$
Their determinants are $2q^2$ and $-q^2$. Both traces are positive, so for $q\neq0$ the first matrix has two positive eigenvalues, and the second has one negative eigenvalue. An eigenvalue is a squared frequency, so the second matrix describes an unstable crystal. At small $q$ the lower eigenvalues behave as $q^2$ and $-q^2/2$.

Q: Where do the entries come from?

A: From a short-range part and an electrostatic part. The short-range part has acoustic stiffness $c$, acoustic-optic coupling $g$ and optic force constant $K>0$. The electrostatic part is $A\,ww^{T}$ with $w=(bq,\,z)$. Here $z$ is the dipole of the optic mode, its Born effective charge, and $b$ is the quadrupole of the acoustic mode with numerical factors absorbed. The strength $A$ stands for the Coulomb interaction per cell volume, screened by the electrons. A uniform translation of a neutral insulating crystal produces no dipole, so the acoustic mode couples one order higher in $q$. The sum is
$$
D(q)=\begin{pmatrix}(c+Ab^2)q^2 & (g+Abz)q\\ (g+Abz)q & K+Az^2\end{pmatrix}.
$$
The example has $c=0$, $g=K=A=z=1$, with $b=3$ or $b=0$.

Q: Derive the small-$q$ behaviour for general parameters.

A: Write $a=c+Ab^2$, $h=g+Abz$ and $m=K+Az^2$, which is positive for $A\ge0$. With $T=aq^2+m$ and $S=\sqrt{(aq^2-m)^2+4h^2q^2}$, the lower eigenvalue is $\lambda=(T-S)/2$. Both terms tend to $m$, so I rationalise. Since $T^2-S^2=4(am-h^2)q^2$,
$$
\frac{\lambda}{q^2}=\frac{T^2-S^2}{2q^2(T+S)}=\frac{2(am-h^2)}{T+S}\;\longrightarrow\;\frac{2(am-h^2)}{2m}=a-\frac{h^2}{m}.
$$
Now insert the parameters. The terms $A^2b^2z^2$ cancel:
$$
am-h^2=cK-g^2+A\,(cz^2+Kb^2-2gbz).
$$
Completing the square in $b$ gives
$$
am-h^2=\Big(c-\frac{g^2}{K}\Big)(K+Az^2)+AK\Big(b-\frac{gz}{K}\Big)^2 .
$$
Division by $m=K(1+Az^2/K)$ yields the limit
$$
L=c-\frac{g^2}{K}+\frac{A\,(b-gz/K)^2}{1+Az^2/K}.
$$

Q: Does each term mean something?

A: Yes. The optic coordinate follows the acoustic one with amplitude $-gq/K$ when the field is absent, which softens the stiffness to $c-g^2/K$. The same relaxation changes the charge coupling from $b$ to $b-gz/K$, the relaxed piezoelectric coupling. The denominator is the additional screening by the optic mode. As a limiting case, $A=0$ removes the electrostatics and leaves $c-g^2/K$, whatever $b$ and $z$ are.

Q: And the effect of dropping $b$?

A: Let $L_0$ be the limit with $b=0$ and everything else fixed. Then
$$
L-L_0=\frac{A\big[(b-gz/K)^2-(gz/K)^2\big]}{1+Az^2/K}=\frac{A\,b\,(b-2gz/K)}{1+Az^2/K}.
$$
For $A>0$ this vanishes only at $b=0$ or $b=2gz/K$. At the second value the relaxed coupling has the opposite sign but the same square. If $gz=0$, the two values coincide.

Q: Now the formal version. I want to see that it describes the same model.

A: It starts with the short-range part.

In Lean 4 with Mathlib:

```lean
import Mathlib

open Matrix Filter Topology

namespace AcousticOpticInterpolation

noncomputable section

/-- Short-range dynamical matrix of one acoustic and one optic mode: acoustic stiffness `c`,
acoustic-optic coupling `g` and optic force constant `K`. -/
def shortRange (c g K q : ℝ) : Matrix (Fin 2) (Fin 2) ℝ :=
  !![c * q ^ 2, g * q; g * q, K]
```

All parameters are real numbers. Index `0` is the acoustic mode and index `1` the optic mode. The letter `K` is a force constant here, not a wave vector. The electrostatic part is written as the outer product of the coupling vector with itself.

```lean
/-- Long-range electrostatic part of strength `A`: the acoustic mode couples through the
quadrupole `b * q`, the optic mode through the dipole `z`. -/
def longRange (A z b q : ℝ) : Matrix (Fin 2) (Fin 2) ℝ :=
  A • vecMulVec ![b * q, z] ![b * q, z]

/-- The full dynamical matrix, short-range plus long-range. -/
def dynMat (c g K A z b q : ℝ) : Matrix (Fin 2) (Fin 2) ℝ :=
  shortRange c g K q + longRange A z b q
```

Q: A real dynamical matrix is complex Hermitian. Why are yours real?

A: The terms linear in $q$ in the acoustic-optic block are imaginary in the usual convention, for the short-range coupling and for the dipole-quadrupole term alike. A constant phase in the optic basis vector makes both real. The matrix is taken to be mass-weighted, so that its eigenvalues are squared frequencies.

Q: And the eigenvalue? A formula with a square root can be given any name.

A: It is defined by that formula, and a theorem below ties it to eigenvectors.

```lean
/-- The two-level formula for the lower eigenvalue of a real symmetric 2 × 2 matrix. -/
def lowerEigenvalue (M : Matrix (Fin 2) (Fin 2) ℝ) : ℝ :=
  (M 0 0 + M 1 1 - √((M 0 0 - M 1 1) ^ 2 + 4 * (M 0 1) ^ 2)) / 2
```

First, the entries of the sum are computed one by one, which recovers $D(q)$ as I wrote it.

```lean
/-- The entries of the full dynamical matrix at wave number `q`. -/
theorem dynMat_eq (c g K A z b q : ℝ) :
    dynMat c g K A z b q =
      !![(c + A * b ^ 2) * q ^ 2, (g + A * b * z) * q;
         (g + A * b * z) * q, K + A * z ^ 2] := by
  ext i j
  fin_cases i <;> fin_cases j <;>
    simp [dynMat, shortRange, longRange, -mul_eq_mul_left_iff] <;> ring
```

Next comes the secular equation. A nonzero vector $v$ with $Mv=\mu v$ exists exactly when $M-\mu 1$ has a nonzero kernel vector, hence exactly when its determinant vanishes. In the proof, `key` rewrites the matrix action and `hdet` expands the determinant.

```lean
/-- A number is an eigenvalue of a real 2 × 2 matrix exactly when it solves the secular
equation. -/
theorem eigenvalue_iff_secular (M : Matrix (Fin 2) (Fin 2) ℝ) (μ : ℝ) :
    (∃ v : Fin 2 → ℝ, v ≠ 0 ∧ M *ᵥ v = μ • v) ↔
      (M 0 0 - μ) * (M 1 1 - μ) - M 0 1 * M 1 0 = 0 := by
  have key : ∀ v : Fin 2 → ℝ,
      (M - μ • (1 : Matrix (Fin 2) (Fin 2) ℝ)) *ᵥ v = M *ᵥ v - μ • v := by
    intro v
    ext i
    fin_cases i <;> simp [Matrix.mulVec, dotProduct, Fin.sum_univ_two] <;> ring
  have hdet : (M - μ • (1 : Matrix (Fin 2) (Fin 2) ℝ)).det =
      (M 0 0 - μ) * (M 1 1 - μ) - M 0 1 * M 1 0 := by
    simp [Matrix.det_fin_two]
  rw [← hdet, ← Matrix.exists_mulVec_eq_zero_iff]
  simp only [key, sub_eq_zero]
```

The following theorem answers your objection. `IsLeast` says that the number belongs to the set of eigenvalues and lies below every other member.

```lean
/-- For a real symmetric 2 × 2 matrix the two-level formula gives the least eigenvalue. -/
theorem lowerEigenvalue_isLeast (M : Matrix (Fin 2) (Fin 2) ℝ) (hM : M.IsSymm) :
    IsLeast {μ : ℝ | ∃ v : Fin 2 → ℝ, v ≠ 0 ∧ M *ᵥ v = μ • v} (lowerEigenvalue M) := by
  have hs : M 1 0 = M 0 1 := hM.apply 0 1
  constructor
  · have h := Real.sq_sqrt
      (show 0 ≤ (M 0 0 - M 1 1) ^ 2 + 4 * (M 0 1) ^ 2 by positivity)
    refine (eigenvalue_iff_secular M _).2 ?_
    rw [hs]
    unfold lowerEigenvalue
    linear_combination (1 / 4) * h
  · intro μ hμ
    have hsec := (eigenvalue_iff_secular M μ).1 hμ
    rw [hs] at hsec
    -- every root lies within half the level splitting of the mean level
    have h := Real.abs_le_sqrt
      (show (2 * μ - (M 0 0 + M 1 1)) ^ 2 ≤ (M 0 0 - M 1 1) ^ 2 + 4 * (M 0 1) ^ 2 by
        nlinarith [hsec])
    have h' := (abs_le.1 h).1
    unfold lowerEigenvalue
    linarith
```

For membership, the formula is substituted into the secular equation, and the square of the root is replaced by its argument. For the bound, the secular equation of a symmetric matrix is rearranged to
$$(2\mu-M_{00}-M_{11})^2=(M_{00}-M_{11})^2+4M_{01}^2 .$$
So $2\mu$ differs from the trace by at most the root, and $\mu$ cannot lie below the formula. Symmetry is a hypothesis because the formula reads only one off-diagonal entry. The entries of $D(q)$ displayed above are visibly symmetric.

Q: Where is the rationalisation?

A: In the next theorem, which treats the matrix with general `a`, `h` and `m`. Here `h` is a coupling, not Planck's constant.

```lean
/-- For acoustic stiffness `a`, coupling `h` and optic force constant `m > 0`, the lower eigenvalue
divided by `q ^ 2` tends to `a - h ^ 2 / m` as `q` tends to zero. -/
theorem tendsto_eliminate_optic (a h m : ℝ) (hm : 0 < m) :
    Tendsto (fun q : ℝ => lowerEigenvalue !![a * q ^ 2, h * q; h * q, m] / q ^ 2)
      (𝓝[≠] 0) (𝓝 (a - h ^ 2 / m)) := by
  obtain ⟨F, hF⟩ : ∃ F : ℝ → ℝ, F = fun q =>
      a * q ^ 2 + m + √((a * q ^ 2 - m) ^ 2 + 4 * (h * q) ^ 2) := ⟨_, rfl⟩
  have hcont : Continuous F := by
    rw [hF]
    fun_prop
  have hF0 : F 0 = 2 * m := by
    have e : (a * 0 ^ 2 - m) ^ 2 + 4 * (h * 0) ^ 2 = m ^ 2 := by ring
    simp only [hF]
    rw [e, Real.sqrt_sq hm.le]
    ring
  have h1 : Tendsto F (𝓝[≠] 0) (𝓝 (2 * m)) := by
    rw [← hF0]
    exact (hcont.tendsto 0).mono_left nhdsWithin_le_nhds
  have hlim : Tendsto (fun q => 2 * (a * m - h ^ 2) / F q) (𝓝[≠] 0)
      (𝓝 (a - h ^ 2 / m)) := by
    have e : 2 * (a * m - h ^ 2) / (2 * m) = a - h ^ 2 / m := by field_simp
    rw [← e]
    exact tendsto_const_nhds.div h1 (by positivity)
  have hpos : ∀ᶠ q in 𝓝[≠] (0 : ℝ), 0 < F q :=
    h1.eventually_const_lt (by positivity)
  -- rationalising the square root identifies the two quotients
  refine hlim.congr' ?_
  filter_upwards [hpos, self_mem_nhdsWithin] with q hq hq0
  have hq0' : q ≠ 0 := hq0
  have hs := Real.sq_sqrt
    (show 0 ≤ (a * q ^ 2 - m) ^ 2 + 4 * (h * q) ^ 2 by positivity)
  have hl : lowerEigenvalue !![a * q ^ 2, h * q; h * q, m] =
      (a * q ^ 2 + m - √((a * q ^ 2 - m) ^ 2 + 4 * (h * q) ^ 2)) / 2 := by
    simp [lowerEigenvalue]
  rw [hl, div_eq_div_iff hq.ne' (pow_ne_zero 2 hq0')]
  simp only [hF]
  linear_combination (1 / 2) * hs
```

The function `F` is my $T+S$. It is continuous and equals $2m$ at $q=0$; this uses $m>0$, through $\sqrt{m^2}=m$. Hence $2(am-h^2)/F(q)$ tends to $a-h^2/m$. Near zero `F` is positive, so for $q\neq0$ one may cross-multiply and check that this quotient equals $\lambda/q^2$. The last line does so using $S^2=(aq^2-m)^2+4h^2q^2$.

Q: What does `𝓝[≠] 0` say?

A: That $q$ approaches zero from both sides without taking the value zero, where the quotient has no meaning. The main theorem uses the same limit.

```lean
/-- For `K > 0` and `A ≥ 0`, the lower eigenvalue of the dynamical matrix divided by `q ^ 2`
has the stated limit as `q` tends to zero, with dipole `z` and quadrupole `b`. -/
theorem acoustic_limit (c g K A z b : ℝ) (hK : 0 < K) (hA : 0 ≤ A) :
    Tendsto (fun q : ℝ => lowerEigenvalue (dynMat c g K A z b q) / q ^ 2) (𝓝[≠] 0)
      (𝓝 (c - g ^ 2 / K + A * (b - g * z / K) ^ 2 / (1 + A * z ^ 2 / K))) := by
  have hm : 0 < K + A * z ^ 2 := by positivity
  have e : (c + A * b ^ 2) - (g + A * b * z) ^ 2 / (K + A * z ^ 2) =
      c - g ^ 2 / K + A * (b - g * z / K) ^ 2 / (1 + A * z ^ 2 / K) := by
    have e1 : 1 + A * z ^ 2 / K = (K + A * z ^ 2) / K := by field_simp
    have hm' := hm.ne'
    rw [e1]
    field_simp
    ring
  simp only [dynMat_eq]
  rw [← e]
  exact tendsto_eliminate_optic _ _ _ hm
```

In words: for real parameters with $K>0$ and $A\ge0$, the lower eigenvalue of the full matrix divided by $q^2$ tends to $L$. When $L$ is positive, it is the squared sound velocity of the model. The condition $K>0$ says that the optic mode is stable under short-range forces alone, and $A\ge0$ says that the screened Coulomb energy of a charge modulation is not negative. The proof applies the previous theorem to the entries of $D(q)$; the equation `e` is the completed square.

Q: The claim about omitting $b$ compares two limits. How is that stated?

A: With `L` and `L₀` as any numbers to which the two quotients tend. The main theorem supplies such numbers, and uniqueness of limits identifies them with the formula. What remains is the subtraction done above.

```lean
/-- For `K > 0` and `A ≥ 0`, the difference between the long-wavelength limits `L` with
quadrupole `b` and `L₀` without it, all other parameters being equal. -/
theorem quadrupole_error (c g K A z b L L₀ : ℝ) (hK : 0 < K) (hA : 0 ≤ A)
    (hL : Tendsto (fun q : ℝ => lowerEigenvalue (dynMat c g K A z b q) / q ^ 2)
      (𝓝[≠] 0) (𝓝 L))
    (hL₀ : Tendsto (fun q : ℝ => lowerEigenvalue (dynMat c g K A z 0 q) / q ^ 2)
      (𝓝[≠] 0) (𝓝 L₀)) :
    L - L₀ = A * b * (b - 2 * g * z / K) / (1 + A * z ^ 2 / K) := by
  rw [tendsto_nhds_unique hL (acoustic_limit c g K A z b hK hA),
    tendsto_nhds_unique hL₀ (acoustic_limit c g K A z 0 hK hA)]
  ring
```

The criterion then follows by setting the difference to zero. The denominator is positive and $A\neq0$, so one of the factors $b$ and $b-2gz/K$ must vanish.

```lean
/-- For `K > 0` and `A > 0`, omitting the quadrupole `b` leaves the long-wavelength limit
unchanged exactly when `b = 0` or `b = 2 g z / K`. -/
theorem quadrupole_irrelevant_iff (c g K A z b L L₀ : ℝ) (hK : 0 < K) (hA : 0 < A)
    (hL : Tendsto (fun q : ℝ => lowerEigenvalue (dynMat c g K A z b q) / q ^ 2)
      (𝓝[≠] 0) (𝓝 L))
    (hL₀ : Tendsto (fun q : ℝ => lowerEigenvalue (dynMat c g K A z 0 q) / q ^ 2)
      (𝓝[≠] 0) (𝓝 L₀)) :
    L = L₀ ↔ b = 0 ∨ b = 2 * g * z / K := by
  have hD : 1 + A * z ^ 2 / K ≠ 0 := by positivity
  rw [← sub_eq_zero (a := L) (b := L₀),
    quadrupole_error c g K A z b L L₀ hK hA.le hL hL₀, div_eq_zero_iff]
  simp only [mul_eq_zero, hD, hA.ne', sub_eq_zero, or_false, false_or]
```

At $A=0$ the limits agree for every $b$, so the criterion needs $A\neq0$.

Q: And the example you began with?

A: It is the last theorem. The limits are $1$ with the quadrupole and $-1/2$ without it. The example is a special one: its field-free stiffness $c-g^2/K$ is $-1$, so with the quadrupole included it is only the electric field of the wave that keeps the squared acoustic frequency positive. In this model that cannot be avoided, because $L_0\ge c-g^2/K$ for $A\ge0$: omitting $b$ gives a negative limit only if the field-free stiffness is already negative. A quotient with a positive limit is positive close to zero, and one with a negative limit is negative there. Multiplying by $q^2>0$ carries the signs over to the eigenvalues.

```lean
/-- With `c = 0`, `g = K = A = z = 1` and `b = 3`, the lower eigenvalue is positive at all
sufficiently small nonzero `q`, but becomes negative there when the quadrupole is omitted. -/
theorem spurious_instability :
    ∀ᶠ q in 𝓝[≠] (0 : ℝ), 0 < lowerEigenvalue (dynMat 0 1 1 1 1 3 q) ∧
      lowerEigenvalue (dynMat 0 1 1 1 1 0 q) < 0 := by
  have hp := (acoustic_limit 0 1 1 1 1 3 (by norm_num) (by norm_num)).eventually_const_lt
    (u := 0) (by norm_num)
  have hn := (acoustic_limit 0 1 1 1 1 0 (by norm_num) (by norm_num)).eventually_lt_const
    (u := 0) (by norm_num)
  filter_upwards [hp, hn, self_mem_nhdsWithin] with q h1 h2 hq
  have hq' : q ≠ 0 := hq
  have hq2 : 0 < q ^ 2 := by positivity
  refine ⟨(div_pos_iff_of_pos_right hq2).1 h1, ?_⟩
  by_contra h
  have h3 := div_nonneg (not_lt.1 h) hq2.le
  linarith

end

end AcousticOpticInterpolation
```

```lean
#print axioms AcousticOpticInterpolation.lowerEigenvalue_isLeast
#print axioms AcousticOpticInterpolation.quadrupole_irrelevant_iff
#print axioms AcousticOpticInterpolation.spurious_instability
```

```
'AcousticOpticInterpolation.lowerEigenvalue_isLeast' depends on axioms: [propext, Classical.choice, Quot.sound]
'AcousticOpticInterpolation.quadrupole_irrelevant_iff' depends on axioms: [propext, Classical.choice, Quot.sound]
'AcousticOpticInterpolation.spurious_instability' depends on axioms: [propext, Classical.choice, Quot.sound]
```

The notation `∀ᶠ q in 𝓝[≠] 0` means "for all sufficiently small nonzero $q$". The determinants and traces give the signs at every nonzero $q$ for these parameters, which is more than the theorem states.

Q: My remaining doubt is about practice. When a code leaves out the quadrupole, does it really keep $c$, $g$ and $K$ fixed?

A: No, and that is the step from this model to a real calculation that the hypotheses leave open. In density functional perturbation theory, the long-range model is subtracted from the computed matrices on the coarse grid. The remainder is Fourier interpolated, and the long-range model is added back at the new wave vector. If the quadrupole is missing from both operations, its contribution ends up in the remainder, and the interpolated short-range part changes too. The theorems compare two matrices with the same short-range part. They give the error of dropping the term from the final sum, not the error after such a refit.

Q: So what may I take from it for a real crystal?

A: For two harmonic modes along one direction, with constant couplings and fixed short-range parameters, it gives the change that the quadrupole makes to the long-wavelength limit of the squared acoustic frequency divided by $q^2$. A crystal with more modes needs a larger matrix, and the parameters in general change with the direction of the wave vector. In a crystal with inversion symmetry $b$ is zero, and there is no such change. The example shows that this change can turn a negative squared frequency into a positive one, but in the model this happens only when the field-free stiffness $c-g^2/K$ is negative. It does not settle where an imaginary acoustic frequency in an actual interpolation comes from, since the refit is not modelled.
